# Scalar couplings between spins do not change the time evolution of collective observables when the rest of the Hamiltonian is collective

Take two spins one half, numbered 0 and 1, with components $J_{0x},J_{0y},J_{0z}$ and $J_{1x},J_{1y},J_{1z}$, in units where $\hbar=1$. The imaginary unit is written $I$, as in the code below, because $i$ will label spins. Let $F_x=J_{0x}+J_{1x}$, and likewise for $y$ and $z$. The commutator of $F_x$ with the scalar product $\mathbf J_0\cdot\mathbf J_1$ has no contribution from the $x$ term, and the other two terms give

$$[F_x,\,J_{0y}J_{1y}]=I\,(J_{0z}J_{1y}+J_{0y}J_{1z}),\qquad
[F_x,\,J_{0z}J_{1z}]=-I\,(J_{0y}J_{1z}+J_{0z}J_{1y}).$$

They cancel, so a coupling $c\,\mathbf J_0\cdot\mathbf J_1$ commutes with $F_x$ and, by the same calculation, with $F_y$ and $F_z$. If the rest of the Hamiltonian is $\omega F_z$, the coupling separates from it in the propagator, passes through the observable $F_x$ and cancels against its inverse. The evolution of $F_x$ is the same for every $c$.

## The identity for any number of spins

Let $\mathbf J_i$ be finitely many angular momenta, mutually commuting for different $i$, and let $F_a=\sum_i J_{i,a}$ for $a=x,y,z$. The coupling is $H_1=\sum_{i,j}c_{ij}\,\mathbf J_i\cdot\mathbf J_j$. Call a matrix collective if it can be built by sums, products and scalar multiples from the identity, the $F_a$ and matrices that commute with every $J_{i,a}$. If $H_0$ and $O$ are both collective, then for every real time $t$

$$e^{It(H_0+H_1)}\,O\,e^{-It(H_0+H_1)}=e^{ItH_0}\,O\,e^{-ItH_0}.$$

In magnetic resonance, nuclei are called magnetically equivalent when they share one chemical shift and each outside nucleus couples equally to all of them. Here that condition enters as the assumption that $H_0$ is collective. An outside spin $\mathbf L$ commutes with every $\mathbf J_i$, so $\omega F_z$, a radio-frequency term $\omega_1F_x$ and a coupling $K\,\mathbf F\cdot\mathbf L$ are all allowed.

## Dropping couplings in a spin-dynamics code

A magnetic resonance code relies on this identity when it omits the scalar couplings inside a group of magnetically equivalent nuclei, in a finite spin system without relaxation. The detected operator $F_x+IF_y$ is collective, and the two sides of the identity are equal as matrices, so the signal $\mathrm{Tr}(\rho\,O(t))$ agrees for any initial density matrix $\rho$. Running a simulation with random internal couplings and again with none, from the same initial density matrix, should therefore give the same signal up to numerical error.

The double sum in $H_1$ runs over ordered pairs. A code that counts each pair once corresponds to $c_{ij}=0$ for $i\ge j$; a symmetric table of constants counts each pair twice.

## From commutators to cancelling exponentials

Different spins commute, so only one term survives in

$$[F_a,J_{j,b}]=\sum_i[J_{i,a},J_{j,b}]=[J_{j,a},J_{j,b}].$$

Let $(a,b,d)$ be a cyclic ordering of $(x,y,z)$. Then $[F_a,J_{i,b}]=I J_{i,d}$ and $[F_a,J_{i,d}]=-I J_{i,b}$, while $[F_a,J_{i,a}]=0$. With the product rule $[F,XY]=[F,X]Y+X[F,Y]$,

$$[F_a,\mathbf J_i\cdot\mathbf J_j]
=I J_{i,d}J_{j,b}+I J_{i,b}J_{j,d}-I J_{i,b}J_{j,d}-I J_{i,d}J_{j,b}=0.$$

This also holds for $i=j$. A matrix that commutes with every $J_{i,a}$ commutes with $\mathbf J_i\cdot\mathbf J_j$ too. Summing with the coefficients $c_{ij}$ shows that $H_1$ commutes with all the generators of the collective matrices, hence with their sums, products and scalar multiples.

Now set $A=ItH_0$ and $B=ItH_1$. Since $AB=BA$, we have $e^{A+B}=e^Ae^B$ and $e^{-(A+B)}=e^{-B}e^{-A}$. Since $BO=OB$, also $B^mO=OB^m$ for every power $m$, and summing the exponential series gives $e^BO=Oe^B$. Therefore

$$e^Ae^B\,O\,e^{-B}e^{-A}=e^A\,O\,e^Be^{-B}e^{-A}=e^A\,O\,e^{-A}.$$

There is a partial converse for arbitrary matrices $H_0$, $H_1$ and $O$. The derivative of $e^{ItH}Oe^{-ItH}$ at $t=0$ is $I[H,O]$. If the evolutions under $H_0+H_1$ and $H_0$ agree at all times, then $I[H_0+H_1,O]=I[H_0,O]$, and so $[H_1,O]=0$.

## The Lean file

```lean
import Mathlib

open Matrix
open scoped Kronecker
open NormedSpace (exp)
open Complex (I)

namespace MagneticEquivalence

noncomputable section

variable {ι n : Type*} [Fintype ι] [Fintype n] [DecidableEq n]

/-- A family of independent angular momenta (with ħ = 1): each triple obeys the angular momentum
commutation relations, and different spins commute. -/
structure IsSpinFamily (J : ι → Fin 3 → Matrix n n ℂ) : Prop where
  xy : ∀ i, J i 0 * J i 1 - J i 1 * J i 0 = I • J i 2
  yz : ∀ i, J i 1 * J i 2 - J i 2 * J i 1 = I • J i 0
  zx : ∀ i, J i 2 * J i 0 - J i 0 * J i 2 = I • J i 1
  indep : ∀ i j, i ≠ j → ∀ a b, Commute (J i a) (J j b)

/-- The component `a` of the total spin. -/
def totalSpin (J : ι → Fin 3 → Matrix n n ℂ) (a : Fin 3) : Matrix n n ℂ := ∑ i, J i a

/-- The scalar product of the spins `i` and `j`. -/
def spinDot (J : ι → Fin 3 → Matrix n n ℂ) (i j : ι) : Matrix n n ℂ := ∑ a, J i a * J j a

/-- The scalar coupling Hamiltonian with coupling constants `c i j`. -/
def coupling (c : ι → ι → ℂ) (J : ι → Fin 3 → Matrix n n ℂ) : Matrix n n ℂ :=
  ∑ i, ∑ j, c i j • spinDot J i j

/-- The algebra generated by the total spin and all matrices commuting with every spin. -/
def collectiveAlgebra (J : ι → Fin 3 → Matrix n n ℂ) : Subalgebra ℂ (Matrix n n ℂ) :=
  Algebra.adjoin ℂ (Set.range (totalSpin J) ∪ {X | ∀ i a, Commute X (J i a)})

/-- The observable `O` in the Heisenberg picture at time `t` under the Hamiltonian `H`. -/
def evolve (H O : Matrix n n ℂ) (t : ℝ) : Matrix n n ℂ :=
  exp ((I * t) • H) * O * exp (-((I * t) • H))

omit [DecidableEq n] in
/-- The total spin has the same commutators with the components of one spin as that spin itself. -/
theorem totalSpin_commutator {J : ι → Fin 3 → Matrix n n ℂ} (h : IsSpinFamily J)
    (a b : Fin 3) (j : ι) :
    totalSpin J a * J j b - J j b * totalSpin J a = J j a * J j b - J j b * J j a := by
  unfold totalSpin
  rw [Finset.sum_mul, Finset.mul_sum, ← Finset.sum_sub_distrib]
  exact Finset.sum_eq_single j
    (fun i _ hij => sub_eq_zero.2 (h.indep i j hij a b).eq) (by simp)

/-- The total spin commutes with the scalar product of any two spins. -/
theorem totalSpin_commute_spinDot {J : ι → Fin 3 → Matrix n n ℂ} (h : IsSpinFamily J)
    (a : Fin 3) (i j : ι) : Commute (totalSpin J a) (spinDot J i j) := by
  have k := totalSpin_commutator h
  -- one computation serves all three axes, by cyclic symmetry
  have cyc : ∀ a b d, (∀ i, J i a * J i b - J i b * J i a = I • J i d) →
      (∀ i, J i d * J i a - J i a * J i d = I • J i b) →
      Commute (totalSpin J a) (J i a * J j a + J i b * J j b + J i d * J j d) := by
    intro a b d hb hd
    have hd' : ∀ i, J i a * J i d - J i d * J i a = -(I • J i b) :=
      fun i => by rw [← hd i, neg_sub]
    have e : ∀ X Y, totalSpin J a * (X * Y) - X * Y * totalSpin J a
        = (totalSpin J a * X - X * totalSpin J a) * Y
          + X * (totalSpin J a * Y - Y * totalSpin J a) := by
      intro X Y
      noncomm_ring
    refine sub_eq_zero.1 ?_
    rw [mul_add, mul_add, add_mul, add_mul, add_sub_add_comm, add_sub_add_comm, e, e, e]
    simp only [k, hb, hd', sub_self, zero_mul, mul_zero, smul_mul_assoc, mul_smul_comm,
      neg_mul, mul_neg]
    abel
  have hs : spinDot J i j = J i 0 * J j 0 + J i 1 * J j 1 + J i 2 * J j 2 := by
    simp only [spinDot, Fin.sum_univ_three]
  rw [hs]
  match a with
  | 0 => exact cyc 0 1 2 h.xy h.zx
  | 1 =>
    convert cyc 1 2 0 h.yz h.xy using 1
    abel
  | 2 =>
    convert cyc 2 0 1 h.zx h.yz using 1
    abel

/-- The scalar coupling commutes with every element of the collective algebra. -/
theorem coupling_commute {J : ι → Fin 3 → Matrix n n ℂ} (h : IsSpinFamily J)
    (c : ι → ι → ℂ) {X : Matrix n n ℂ} (hX : X ∈ collectiveAlgebra J) :
    Commute (coupling c J) X := by
  -- it suffices to check the generators
  have hle : collectiveAlgebra J ≤ Subalgebra.centralizer ℂ {coupling c J} := by
    refine Algebra.adjoin_le fun Y hY => (Subalgebra.mem_centralizer_iff ℂ).2 fun g hg => ?_
    rw [Set.mem_singleton_iff.1 hg]
    refine (Commute.sum_right _ _ _ fun i _ => Commute.sum_right _ _ _ fun j _ =>
      Commute.smul_right ?_ (c i j)).symm.eq
    rcases hY with ⟨a, rfl⟩ | hY
    · exact totalSpin_commute_spinDot h a i j
    · exact Commute.sum_right _ _ _ fun a _ => (hY i a).mul_right (hY j a)
  exact (Subalgebra.mem_centralizer_iff ℂ).1 (hle hX) _ rfl

/-- A matrix that intertwines `A` and `B` also intertwines their exponentials. -/
theorem exp_intertwine {A B X : Matrix n n ℂ} (h : A * X = X * B) :
    exp A * X = X * exp B := by
  let : NormedRing (Matrix n n ℂ) := Matrix.linftyOpNormedRing
  let : NormedAlgebra ℂ (Matrix n n ℂ) := Matrix.linftyOpNormedAlgebra
  have hA := (NormedSpace.exp_series_hasSum_exp' (𝕂 := ℂ) A).mul_right X
  have hB := (NormedSpace.exp_series_hasSum_exp' (𝕂 := ℂ) B).mul_left X
  refine hA.unique ?_
  convert hB using 1
  · funext m
    have hs : SemiconjBy X B A := h.symm
    rw [smul_mul_assoc, mul_smul_comm, (hs.pow_right m).eq]
  exact rfl

/-- **Magnetic equivalence**: for a Hamiltonian `H0` and an observable `O` in the collective
algebra, scalar couplings among the spins do not change the time evolution of `O`. -/
theorem magnetic_equivalence {J : ι → Fin 3 → Matrix n n ℂ} (h : IsSpinFamily J)
    (c : ι → ι → ℂ) {H0 O : Matrix n n ℂ} (hH : H0 ∈ collectiveAlgebra J)
    (hO : O ∈ collectiveAlgebra J) (t : ℝ) :
    evolve (H0 + coupling c J) O t = evolve H0 O t := by
  unfold evolve
  set A := (I * (t : ℂ)) • H0 with hA
  set B := (I * (t : ℂ)) • coupling c J with hB
  have hAB : Commute A B := ((coupling_commute h c hH).symm.smul_left _).smul_right _
  have hBO : Commute B O := (coupling_commute h c hO).smul_left _
  have hinv : exp B * exp (-B) = 1 := by
    rw [← Matrix.exp_add_of_commute B (-B) (Commute.refl B).neg_right, add_neg_cancel,
      NormedSpace.exp_zero]
  -- split off the coupling, move it through O and cancel it
  rw [smul_add, ← hA, ← hB, neg_add_rev, Matrix.exp_add_of_commute A B hAB,
    Matrix.exp_add_of_commute (-B) (-A) hAB.symm.neg_left.neg_right,
    mul_assoc (exp A) (exp B), exp_intertwine hBO.eq, ← mul_assoc (exp A) O (exp B),
    mul_assoc (exp A * O) (exp B), ← mul_assoc (exp B) (exp (-B)), hinv, one_mul]

/-- If adding `H1` to the Hamiltonian leaves the evolution of `O` unchanged at all times, then
`H1` commutes with `O`. -/
theorem commute_of_invisible {H0 H1 O : Matrix n n ℂ}
    (h : ∀ t, evolve (H0 + H1) O t = evolve H0 O t) : Commute H1 O := by
  let : NormedRing (Matrix n n ℂ) := Matrix.linftyOpNormedRing
  let : NormedAlgebra ℝ (Matrix n n ℂ) := Matrix.linftyOpNormedAlgebra
  -- the Heisenberg equation of motion at time zero
  have d : ∀ H : Matrix n n ℂ, HasDerivAt (fun t : ℝ => evolve H O t)
      ((I • H) * O - O * (I • H)) 0 := by
    intro H
    have h1 := hasDerivAt_exp_smul_const (𝕂 := ℝ) (I • H) (0 : ℝ)
    have h2 := hasDerivAt_exp_smul_const (𝕂 := ℝ) (-(I • H)) (0 : ℝ)
    have hf : (fun t : ℝ => evolve H O t) = (fun u : ℝ => exp (u • (I • H)) * O)
        * fun u : ℝ => exp (u • (-(I • H))) := by
      funext t
      have e : (I * (t : ℂ)) • H = t • (I • H) := by
        ext a b
        simp only [Matrix.smul_apply, Complex.real_smul, smul_eq_mul]
        ring
      simp only [evolve, Pi.mul_apply, e, smul_neg]
    rw [hf]
    refine ((h1.mul_const O).mul h2).congr_deriv ?_
    simp only [zero_smul, NormedSpace.exp_zero, one_mul, mul_one, mul_neg, sub_eq_add_neg]
  have e := d (H0 + H1)
  rw [funext h] at e
  have k := sub_eq_zero.2 (e.unique (d H0))
  have hc : I • (H1 * O - O * H1) = 0 := by
    simp only [smul_add, smul_mul_assoc, mul_smul_comm, add_mul, mul_add] at k
    rw [smul_sub, ← k]
    abel
  exact sub_eq_zero.1 ((smul_eq_zero.1 hc).resolve_left Complex.I_ne_zero)

/-- The three spin matrices of a spin one half. -/
def spinHalf : Fin 3 → Matrix (Fin 2) (Fin 2) ℂ :=
  ![!![0, 1 / 2; 1 / 2, 0], !![0, -I / 2; I / 2, 0], !![1 / 2, 0; 0, -1 / 2]]

/-- Two spins one half on their four-dimensional product space. -/
def spinPair (i : Fin 2) (a : Fin 3) : Matrix (Fin 2 × Fin 2) (Fin 2 × Fin 2) ℂ :=
  if i = 0 then spinHalf a ⊗ₖ 1 else 1 ⊗ₖ spinHalf a

/-- Two spins one half form a family of independent angular momenta. -/
theorem isSpinFamily_witness : IsSpinFamily spinPair := by
  -- relations of one spin carry over to either factor of the product space
  have lift : ∀ a b d, spinHalf a * spinHalf b = spinHalf b * spinHalf a + I • spinHalf d →
      ∀ i, spinPair i a * spinPair i b - spinPair i b * spinPair i a = I • spinPair i d := by
    intro a b d h i
    fin_cases i <;> simp [spinPair, ← Matrix.mul_kronecker_mul, h, Matrix.add_kronecker,
      Matrix.kronecker_add, Matrix.smul_kronecker, Matrix.kronecker_smul]
  refine ⟨lift 0 1 2 ?_, lift 1 2 0 ?_, lift 2 0 1 ?_, fun i j hij a b => ?_⟩
  · ext i j
    fin_cases i <;> fin_cases j <;> simp [spinHalf, Matrix.mul_apply, Fin.sum_univ_two] <;> ring
  · ext i j
    fin_cases i <;> fin_cases j <;> simp [spinHalf, Matrix.mul_apply, Fin.sum_univ_two] <;> ring
  · ext i j
    fin_cases i <;> fin_cases j <;> simp [spinHalf, Matrix.mul_apply, Fin.sum_univ_two] <;>
      ring_nf <;> simp only [Complex.I_sq] <;> ring
  · fin_cases i <;> fin_cases j <;>
      simp [spinPair, Commute, SemiconjBy, ← Matrix.mul_kronecker_mul] at hij ⊢

end

end MagneticEquivalence
```

```lean
#print axioms MagneticEquivalence.magnetic_equivalence
#print axioms MagneticEquivalence.commute_of_invisible
```

```
'MagneticEquivalence.magnetic_equivalence' depends on axioms: [propext, Classical.choice, Quot.sound]
'MagneticEquivalence.commute_of_invisible' depends on axioms: [propext, Classical.choice, Quot.sound]
```

## How the statement reads in physical terms

The finite type `ι` labels the spins in the group, and `n` labels a basis of the whole state space, including any outside spins. `J i a` is component `a` of spin `i`, with `0`, `1`, `2` standing for $x$, $y$, $z$. The structure `IsSpinFamily J` holds the three commutation relations and the commutation of different spins. It does not fix the length of a spin, so the group may mix different spin quantum numbers.

`totalSpin`, `spinDot` and `coupling` are $F_a$, $\mathbf J_i\cdot\mathbf J_j$ and $H_1$. `collectiveAlgebra J` is the set of collective matrices, and `evolve H O t` is the observable in the Heisenberg picture, with the positive sign in the left exponential. The theorem `magnetic_equivalence` takes a spin family, any coefficients `c`, and proofs that `H0` and `O` lie in the collective algebra; it concludes that the two evolved matrices are equal at time `t`.

Hermiticity is not assumed, and the coefficients may be complex. A physical model supplies Hermitian spin matrices, real couplings and a Hermitian `H0`, which make the evolution unitary; the identity itself does not need this.

The theorem `isSpinFamily_witness` shows that the usual matrices for two spins one half, placed on their four-dimensional product space, satisfy `IsSpinFamily`.

## How the proof follows the derivation

`totalSpin_commutator` reduces the sum over spins to its one surviving term. `totalSpin_commute_spinDot` contains the four-term cancellation: its local statement `cyc` does the calculation for one cyclic ordering, and the final `match` applies it to each axis. `coupling_commute` extends the result to every collective matrix.

`exp_intertwine` compares two exponential series term by term, moving each power through `X`, and uses the uniqueness of the sum. In `magnetic_equivalence`, `hAB` and `hBO` are the relations $AB=BA$ and $BO=OB$, and the closing `rw` splits the exponentials, moves $e^B$ through $O$ and cancels it with `hinv`. `commute_of_invisible` differentiates both evolutions at time zero and uses the uniqueness of the derivative. The witness is checked by matrix entries for a single spin and then carried to either factor of the product space.

## The centralizer in place of an induction over polynomials

A collective matrix may be a long noncommutative polynomial in the generators. The proof never takes one apart. `Subalgebra.centralizer ℂ {coupling c J}` is the set of all matrices that commute with the coupling, and Mathlib already knows that it is a subalgebra. The lemma `Algebra.adjoin_le` says that the algebra generated by a set lies inside any subalgebra that contains the set. What remains is to check the generators, and `rcases hY` splits them into the two physical cases: a component of the total spin, or a matrix that commutes with every spin.

The same pattern serves for other conserved quantities. To show that an operator commutes with everything a set of observables generates, it is enough to test the set.

## Where the identity stops applying

Both membership hypotheses matter. For the observable, return to two spins one half with $H_1=c\,\mathbf J_0\cdot\mathbf J_1$ and $c\neq0$. The commutator $[J_{0x},H_1]=Ic\,(J_{0z}J_{1y}-J_{0y}J_{1z})$ is nonzero, so by `commute_of_invisible` the coupling changes the evolution of $J_{0x}$ at some time, whatever $H_0$ is. A code that reports single-spin observables for general initial states therefore has to keep the internal couplings. For special states they may still drop out: if the initial state and $H_0$ are symmetric under exchange of the two spins, the expectation value of $J_{0x}$ is half that of $F_x$ and does not depend on $c$.

For the Hamiltonian, unequal chemical shifts are the standard failure. With $H_0=\omega_0J_{0z}+\omega_1J_{1z}$ and $\omega_0\neq\omega_1$, the coupling still commutes with $F_x$, but it no longer commutes with $H_0$, and it shows in the spectrum. Commuting with the observable is thus necessary for a coupling to be invisible, but not sufficient.

The theorem is stated only for couplings that are sums of scalar products $\mathbf J_i\cdot\mathbf J_j$. Dipolar couplings within the group are not covered, nor are relaxation and infinite-dimensional state spaces.

The Hamiltonian is constant in time. For a pulse sequence made of constant intervals, the identity can be applied from the last interval back to the first, provided that the evolved observable stays collective. It does, because $e^{ItH_0}$ is a limit of polynomials in $H_0$ and a finite-dimensional algebra contains such limits; this extension is argued here by hand and is not among the theorems in the file.
